# The fourth-order Taylor polynomial of exp(tX) is accurate to o(t⁴)

For a fixed element X of a real Banach algebra, the theorem states that the error of the fourth-order Taylor polynomial of exp(tX), divided by t⁴, tends to zero as the real number t tends to zero through nonzero values. With X = −iH/ħ for a bounded, time-independent Hamiltonian H, this concerns the short-time expansion of the propagator; X itself need not be anti-Hermitian. The proof takes from Mathlib a bound on the error by a constant C times ‖tX‖⁵. Division by t⁴ should then leave C‖X‖⁵|t|, which tends to zero and squeezes the scaled error to zero with it.

As first written in Lean, the proof fails:

```lean
import Mathlib

open Matrix Filter Topology

namespace ExpSubTaylor4Tendsto

noncomputable section

/-- The Taylor polynomial of `exp (tX)` through fourth order in `t`. -/
def taylor4 {R : Type*} [Ring R] [Algebra ℝ R] (X : R) (t : ℝ) : R :=
  1 + t • X + (t ^ 2 / 2) • X ^ 2 + (t ^ 3 / 6) • X ^ 3 + (t ^ 4 / 24) • X ^ 4

/-- In a real Banach algebra, the error of the fourth-order Taylor polynomial of `exp (tX)`,
divided by `t ^ 4`, vanishes as `t` tends to zero through nonzero values. -/
theorem exp_sub_taylor4_tendsto {R : Type*} [NormedRing R] [NormedAlgebra ℝ R]
    [CompleteSpace R] (X : R) :
    Tendsto (fun t : ℝ => (t ^ 4)⁻¹ • (NormedSpace.exp (t • X) - taylor4 X t))
      (𝓝[≠] 0) (𝓝 0) := by
  have h := (NormedSpace.exp_hasFPowerSeriesAt_zero (𝕂 := ℝ)
    (𝔸 := R)).isBigO_sub_partialSum_pow 5
  have hX : Tendsto (fun t : ℝ => t • X) (𝓝[≠] 0) (𝓝 0) := by
    have hc : Continuous (fun t : ℝ => t • X) := by fun_prop
    simpa only [zero_smul] using (hc.tendsto 0).mono_left nhdsWithin_le_nhds
  obtain ⟨C, hC⟩ := (h.comp_tendsto hX).bound
  have hlim : Tendsto (fun t : ℝ => C * ‖X‖ ^ 5 * |t|) (𝓝[≠] 0) (𝓝 0) := by
    have hc : Continuous (fun t : ℝ => C * ‖X‖ ^ 5 * |t|) := by fun_prop
    simpa only [abs_zero, mul_zero] using (hc.tendsto 0).mono_left nhdsWithin_le_nhds
  refine squeeze_zero_norm' ?_ hlim
  filter_upwards [hC, self_mem_nhdsWithin] with t ht h0
  have h0 : t ≠ 0 := h0
  have hp : (NormedSpace.expSeries ℝ R).partialSum 5 (t • X) = taylor4 X t := by
    simp only [FormalMultilinearSeries.partialSum, Finset.sum_range_succ,
      Finset.sum_range_zero, NormedSpace.expSeries_apply_eq, taylor4, smul_pow, smul_smul,
      Nat.factorial, pow_zero, pow_one]
    push_cast
    module
  simp only [Function.comp_apply, zero_add, hp] at ht
  rw [norm_smul]
  refine (mul_le_mul_of_nonneg_left ht (norm_nonneg _)).trans (le_of_eq ?_)
  simp only [norm_pow, norm_norm, norm_smul, norm_inv, Real.norm_eq_abs]
  have h1 : (|t| ^ 4)⁻¹ * |t| ^ 4 = 1 :=
    inv_mul_cancel₀ (pow_ne_zero 4 (abs_ne_zero.mpr h0))
  linear_combination (C * ‖X‖ ^ 5 * |t|) * h1

end

end ExpSubTaylor4Tendsto
```

Lean reports:

```
Main.lean:43:2: error: ring failed, ring expressions not equal
R : Type u_1
inst✝² : NormedRing R
inst✝¹ : NormedAlgebra ℝ R
inst✝ : CompleteSpace R
X : R
h : (fun y => NormedSpace.exp (0 + y) - (NormedSpace.expSeries ℝ R).partialSum 5 y) =O[𝓝 0] fun y => ‖y‖ ^ 5
hX : Tendsto (fun t => t • X) (𝓝[≠] 0) (𝓝 0)
C : ℝ
hC :
  ∀ᶠ (x : ℝ) in 𝓝[≠] 0,
    ‖((fun y => NormedSpace.exp (0 + y) - (NormedSpace.expSeries ℝ R).partialSum 5 y) ∘ fun t => t • X) x‖ ≤
      C * ‖((fun y => ‖y‖ ^ 5) ∘ fun t => t • X) x‖
hlim : Tendsto (fun t => C * ‖X‖ ^ 5 * |t|) (𝓝[≠] 0) (𝓝 0)
t : ℝ
h0✝ : t ∈ {0}ᶜ
h0 : t ≠ 0
hp : (NormedSpace.expSeries ℝ R).partialSum 5 (t • X) = taylor4 X t
ht : ‖NormedSpace.exp (t • X) - taylor4 X t‖ ≤ C * ‖‖t • X‖ ^ 5‖
h1 : (|t| ^ 4)⁻¹ * |t| ^ 4 = 1
⊢ -(|t| ^ 5 * |t|⁻¹ ^ 4 * C * ‖X‖ ^ 5) + |t|⁻¹ ^ 4 * C * ||t| * ‖X‖| ^ 5 = 0
Main.lean:40:23: warning: This simp argument is unused:
  norm_norm

Hint: Omit it from the simp argument list.
  [apply] simp only [norm_pow, norm_smul, norm_inv, Real.norm_eq_abs]

Note: This linter can be disabled with `set_option linter.unusedSimpArgs false`
```

The error is in the last step, where `linear_combination` has to show that the bound divided by t⁴ equals `C * ‖X‖ ^ 5 * |t|`. The bound contains a norm within a norm, `‖‖t • X‖ ^ 5‖`. The `simp only` call turned the inner norm into the product `|t| * ‖X‖` and the outer one into an absolute value, which left `||t| * ‖X‖| ^ 5`. None of the lemmas supplied takes the absolute value of a product apart, and `ring`, which does the final check, treats that absolute value as an opaque quantity. It therefore could not match it with `|t| ^ 5 * ‖X‖ ^ 5`, and the equation stayed open.

The repair adds three lemmas to the call. `abs_mul` splits the absolute value over the product, and `abs_abs` and `abs_norm` remove the redundant absolute values round `|t|` and `‖X‖`. The powers of `|t|` then cancel by `h1`, as intended.

Dropping `norm_norm` is mere tidying: the warning says that it was unused, since the inner norm had already become a product.

The repair, with which the file compiles:

```diff
@@ -38,5 +38,5 @@
   rw [norm_smul]
   refine (mul_le_mul_of_nonneg_left ht (norm_nonneg _)).trans (le_of_eq ?_)
-  simp only [norm_pow, norm_norm, norm_smul, norm_inv, Real.norm_eq_abs]
+  simp only [norm_pow, norm_smul, norm_inv, Real.norm_eq_abs, abs_mul, abs_abs, abs_norm]
   have h1 : (|t| ^ 4)⁻¹ * |t| ^ 4 = 1 :=
     inv_mul_cancel₀ (pow_ne_zero 4 (abs_ne_zero.mpr h0))
```
